# The density of states of an unbounded ladder of Lorentzian Landau levels as a Dingle-damped harmonic series

At a fixed energy, the density of states of a two-dimensional electron gas oscillates as the magnetic field is varied, and scattering damps the oscillation by broadening the Landau levels. In the model used here the ladder of levels has no end: the levels sit at $\hbar\omega(n+\tfrac12)$ for every integer $n$, negative ones included, where $\omega$ is the cyclotron frequency, usually written $\omega_c$. A real ladder starts at $n=0$. Replacing it by the unbounded one is an approximation for energies far above the bottom of the band, and the theorems say nothing about its error.

Each level is a Lorentzian of unit area and half-width $\hbar/(2\tau)$, the line shape of a state whose occupation decays exponentially with lifetime $\tau$. Let $D(E)$ be the density of states at energy $E$, in units of one state per $\hbar\omega$ for each state that a level holds. For positive $\hbar,\omega,\tau$, the claim is

$$D(E)=1+2\sum_{p\ge1}(-1)^p e^{-pa}\cos p\theta=\frac{\sinh a}{\cosh a+\cos\theta},\qquad a=\frac{\pi}{\omega\tau},\quad \theta=\frac{2\pi E}{\hbar\omega}.$$

The damping factor $e^{-pa}=e^{-\pi p/(\omega\tau)}$ is called the Dingle factor of the $p$-th harmonic. For non-interacting electrons with a single energy-independent lifetime, this density of states is an ingredient in calculations of magnetoconductivity oscillations.

## Summing the harmonics

Put $r=e^{-a}$ and $q=-re^{i\theta}$. Then $q^p=(-1)^pe^{-pa}e^{ip\theta}$, so the $p$-th harmonic is $\operatorname{Re}q^p$. Since $|q|=r<1$, the geometric series gives $\sum_{p\ge1}q^p=q/(1-q)$, and

$$\operatorname{Re}\frac{q}{1-q}=\frac{\operatorname{Re}q-|q|^2}{|1-q|^2}=\frac{-r\cos\theta-r^2}{1+2r\cos\theta+r^2}.$$

Doubling this and adding one leaves

$$\frac{1-r^2}{1+2r\cos\theta+r^2}=\frac{\sinh a}{\cosh a+\cos\theta},$$

where the last step divides numerator and denominator by $2r$.

## Summing the levels

Measure energies in units of the level spacing: $x=E/(\hbar\omega)$ and $\gamma=1/(2\omega\tau)$. The factor $\hbar\omega$ in the definition of $D$ cancels the change of scale, so

$$D(E)=\sum_{n\in\mathbb Z}L_\gamma\!\left(x-n-\tfrac12\right),\qquad L_\gamma(y)=\frac{\gamma}{\pi(y^2+\gamma^2)}.$$

With $z=x-\tfrac12+i\gamma$, each term is $-\frac1\pi\operatorname{Im}\frac1{z-n}$. The partial-fraction expansion

$$\pi\cot\pi z=\frac1z+\sum_{n\ge1}\left(\frac1{z-n}+\frac1{z+n}\right)$$

therefore gives $D=-\operatorname{Im}\cot\pi z$. It adds the levels in pairs, but the Lorentzians are positive, so each half of the ladder converges separately and the order of summation is irrelevant.

For real $u$ and $v>0$,

$$\cos(u+iv)=\cos u\cosh v-i\sin u\sinh v,\qquad \sin(u+iv)=\sin u\cosh v+i\cos u\sinh v.$$

Multiplying the cosine by the conjugate of the sine gives imaginary part $-\sinh v\cosh v=-\tfrac12\sinh2v$. The squared modulus of the sine is $\cosh^2v-\cos^2u=\tfrac12(\cosh2v-\cos2u)$. Hence

$$\operatorname{Im}\cot(u+iv)=-\frac{\sinh2v}{\cosh2v-\cos2u}.$$

Now set $u=\pi(x-\tfrac12)$ and $v=\pi\gamma$. Then $2v=\pi/(\omega\tau)=a$ and $\cos2u=\cos(2\pi x-\pi)=-\cos\theta$, which yields the closed form already found for the harmonics.

The factor of two in the width is easily lost. If $\hbar/\tau$, the full width at half maximum, is inserted as the half-width, the damping per harmonic becomes $2\pi/(\omega\tau)$, twice the correct value.

## Harmonics, lines and levels in Lean

```lean
import Mathlib

open scoped Real

namespace DingleLandauLevels

noncomputable section
```

The first definition is one harmonic, with its sign included.

```lean
/-- The `p`-th harmonic with damping `a` per harmonic and phase `θ`, including its
alternating sign. -/
def dingleHarmonic (a θ : ℝ) (p : ℕ) : ℝ :=
  (-1) ^ p * Real.exp (-(p * a)) * Real.cos (p * θ)
```

The argument `γ` of the line shape is its half-width.

```lean
/-- The Lorentzian line of half-width `γ` at distance `y` from its centre, for `γ > 0`. -/
def lorentzian (γ y : ℝ) : ℝ := γ / π / (y ^ 2 + γ ^ 2)
```

The density of states is defined as a sum over levels, so its harmonic content remains to be proved. The type `ℤ` of `n` encodes the unbounded ladder, and `ħ`, `ω`, `τ` and `E` are arbitrary real numbers until a theorem restricts them.

```lean
/-- Density of states at energy `E`, in units of one state per `ħω`, of Lorentzian levels
`ħω(n + 1/2)` that hold one state each, with half-width `ħ/(2τ)`, for positive `ħ`, `ω`, `τ`; `n`
runs over all integers. -/
def landauDOS (ħ ω τ E : ℝ) : ℝ :=
  ∑' n : ℤ, ħ * ω * lorentzian (ħ / (2 * τ)) (E - ħ * ω * (n + 1 / 2))
```

## The closed form of the damped series

`HasSum` says that the series converges to the stated value. Lean's `p` starts at zero, so the term `p + 1` is the first harmonic when `p` is 0.

In the proof, `hpow` identifies harmonics with real parts of powers of `q`, and `hq` gives $|q|<1$. The real part of `q` times the geometric series is `hs`. The squared modulus $|1-q|^2$ is computed in `hn`, and `h1` rewrites the hyperbolic quotient in terms of `r`. The closing `linear_combination` is the algebra done above.

The hypothesis $a>0$ cannot be weakened to $a\ge0$. At $a=\theta=0$ the terms are $-1,+1,-1,\dots$ and the series diverges, so it has no sum in the sense of `HasSum`.

```lean
/-- For damping `a > 0` the harmonics from the first onwards form a convergent series with
the stated sum. -/
theorem hasSum_dingleHarmonic {a : ℝ} (ha : 0 < a) (θ : ℝ) :
    HasSum (fun p : ℕ => dingleHarmonic a θ (p + 1))
      ((Real.sinh a / (Real.cosh a + Real.cos θ) - 1) / 2) := by
  let q : ℂ := -Complex.exp (-(a : ℂ) + θ * Complex.I)
  -- each harmonic is the real part of a power of q
  have hpow : ∀ p : ℕ, (q ^ p).re = dingleHarmonic a θ p := by
    intro p
    have h : q ^ p = (((-1) ^ p * Real.exp (-(p * a)) : ℝ) : ℂ) *
        Complex.exp ((p * θ : ℝ) * Complex.I) := by
      simp only [q]
      rw [neg_pow, ← Complex.exp_nat_mul]
      push_cast
      rw [mul_assoc, ← Complex.exp_add]
      congr 2
      ring
    rw [h, Complex.re_ofReal_mul, Complex.exp_ofReal_mul_I_re]
    rfl
  have hq : ‖q‖ < 1 := by simpa [q, Complex.norm_exp] using ha
  have hs := Complex.hasSum_re ((hasSum_geometric_of_norm_lt_one hq).mul_left q)
  obtain ⟨r, hr⟩ : ∃ r, r = Real.exp (-a) := ⟨_, rfl⟩
  have hr0 : 0 < r := by rw [hr]; exact Real.exp_pos _
  have hr1 : r < 1 := by rw [hr, Real.exp_lt_one_iff]; linarith
  have her : Real.exp a * r = 1 := by rw [hr, ← Real.exp_add]; simp
  have hre : q.re = -(r * Real.cos θ) := by simp [q, hr, Complex.exp_re]
  have him : q.im = -(r * Real.sin θ) := by simp [q, hr, Complex.exp_im]
  have hcs := Real.sin_sq_add_cos_sq θ
  have hc := Real.neg_one_le_cos θ
  have hch : 0 < Real.cosh a + Real.cos θ := by linarith [Real.one_lt_cosh.mpr ha.ne']
  rw [Real.cosh_eq, ← hr] at hch
  have hn : Complex.normSq (1 - q) = 1 + 2 * r * Real.cos θ + r ^ 2 := by
    rw [Complex.normSq_apply]
    simp only [Complex.sub_re, Complex.sub_im, Complex.one_re, Complex.one_im, hre, him]
    linear_combination r ^ 2 * hcs
  have hD : 0 < 1 + 2 * r * Real.cos θ + r ^ 2 := by
    nlinarith [mul_nonneg hr0.le (by linarith : 0 ≤ 1 + Real.cos θ),
      pow_pos (sub_pos.mpr hr1) 2]
  have h1 : Real.sinh a / (Real.cosh a + Real.cos θ) =
      (1 - r ^ 2) / (1 + 2 * r * Real.cos θ + r ^ 2) := by
    rw [Real.sinh_eq, Real.cosh_eq, ← hr, div_eq_div_iff hch.ne' hD.ne']
    linear_combination (Real.cos θ + r) * her
  convert hs using 1
  · funext p
    rw [← hpow, pow_succ']
  · rw [Complex.mul_re, Complex.inv_re, Complex.inv_im, hn, h1]
    simp only [Complex.sub_re, Complex.sub_im, Complex.one_re, Complex.one_im, hre, him]
    generalize hX : 1 + 2 * r * Real.cos θ + r ^ 2 = X at hD ⊢
    have hXX : X * X⁻¹ = 1 := mul_inv_cancel₀ hD.ne'
    linear_combination (1 / 2) * hXX + r ^ 2 * X⁻¹ * hcs + X⁻¹ / 2 * hX
```

Solving for the full expression gives the identity in its usual form.

```lean
/-- For damping `a > 0`, one plus twice the sum of all damped harmonics is
`sinh a / (cosh a + cos θ)`. -/
theorem dingle_sum {a : ℝ} (ha : 0 < a) (θ : ℝ) :
    1 + 2 * ∑' p : ℕ, dingleHarmonic a θ (p + 1) =
      Real.sinh a / (Real.cosh a + Real.cos θ) := by
  rw [(hasSum_dingleHarmonic ha θ).tsum_eq]
  ring
```

## From the cotangent to the Lorentzians

The next lemma computes $\operatorname{Im}\cot(u+iv)$ and shows that its denominator is positive. The facts `hc` and `hs` split cosine and sine into real and imaginary parts, and `hn` is the squared modulus of the sine.

```lean
/-- At height `v > 0` above the real axis, `cosh 2v - cos 2u` is positive and the imaginary
part of the cotangent is `-sinh 2v` divided by it. -/
theorem cot_im (u : ℝ) {v : ℝ} (hv : 0 < v) :
    0 < Real.cosh (2 * v) - Real.cos (2 * u) ∧
    (Complex.cot (u + v * Complex.I)).im =
      -(Real.sinh (2 * v) / (Real.cosh (2 * v) - Real.cos (2 * u))) := by
  constructor
  · have h1 := Real.one_lt_cosh.mpr (by positivity : 2 * v ≠ 0)
    linarith [Real.cos_le_one (2 * u)]
  have hc : Complex.cos (u + v * Complex.I) =
      ⟨Real.cos u * Real.cosh v, -(Real.sin u * Real.sinh v)⟩ := by
    apply Complex.ext <;> simp [Complex.cos_add_mul_I, Complex.cos_ofReal_re,
      Complex.sin_ofReal_re, Complex.sinh_ofReal_re]
  have hs : Complex.sin (u + v * Complex.I) =
      ⟨Real.sin u * Real.cosh v, Real.cos u * Real.sinh v⟩ := by
    apply Complex.ext <;> simp [Complex.sin_add_mul_I, Complex.cos_ofReal_re,
      Complex.sin_ofReal_re, Complex.sinh_ofReal_re]
  have h := Real.sin_sq_add_cos_sq u
  have hn : Complex.normSq ⟨Real.sin u * Real.cosh v, Real.cos u * Real.sinh v⟩ =
      (Real.cosh (2 * v) - Real.cos (2 * u)) / 2 := by
    rw [Complex.normSq_mk, Real.cosh_two_mul, Real.cos_two_mul]
    linear_combination Real.cosh v ^ 2 * h + (1 / 2 - Real.cos u ^ 2) * Real.cosh_sq v
  rw [Complex.cot, hc, hs, Complex.div_im, hn, Real.sinh_two_mul]
  generalize Real.cosh (2 * v) - Real.cos (2 * u) = X
  linear_combination (-(2 * Real.sinh v * Real.cosh v) / X) * h
```

The level sum follows in spacing units. `key` writes each Lorentzian as $-1/\pi$ times the imaginary part of a simple pole. `hz` checks that `z` is not an integer, as the cotangent expansion requires; this holds because its imaginary part is `γ > 0`. The paired sum is `hP`. Comparison with it, using positivity, gives the convergence of the two halves in `hp` and `hm`. `h0` restores the level $n=0$, and `HasSum.of_add_one_of_neg_add_one` joins the three parts into a sum over all integers.

```lean
/-- Lorentzians of half-width `γ > 0` centred at all half-integers add up to
`sinh 2πγ / (cosh 2πγ + cos 2πx)` at the point `x`. -/
theorem hasSum_lorentzian {γ : ℝ} (hγ : 0 < γ) (x : ℝ) :
    HasSum (fun n : ℤ => lorentzian γ (x - (n + 1 / 2)))
      (Real.sinh (2 * (π * γ)) / (Real.cosh (2 * (π * γ)) + Real.cos (2 * π * x))) := by
  let z : ℂ := ((x - 1 / 2 : ℝ) : ℂ) + γ * Complex.I
  let f : ℤ → ℝ := fun n => lorentzian γ (x - (n + 1 / 2))
  -- a Lorentzian is -1/π times the imaginary part of a simple pole
  have key : ∀ n : ℤ, f n = -(1 / (z - n)).im / π := by
    intro n
    have h1 : (z - n).re = x - (n + 1 / 2) := by
      simp [z]
      ring
    have h2 : (z - n).im = γ := by simp [z]
    simp only [f]
    rw [one_div (z - (n : ℂ)), Complex.inv_im, Complex.normSq_apply, h1, h2, lorentzian]
    ring
  have hf : ∀ n, 0 ≤ f n := fun n => by
    simp only [f, lorentzian]
    positivity
  have hz : z ∈ Complex.integerComplement := by
    rintro ⟨m, hm⟩
    have h := congrArg Complex.im hm
    simp [z] at h
    linarith
  have hs : HasSum (fun n : ℕ => 1 / (z - (n + 1)) + 1 / (z + (n + 1)))
      (π * Complex.cot (π * z) - 1 / z) := by
    rw [cot_series_rep' hz]
    exact (summable_cotTerm hz).hasSum
  have hP : HasSum (fun n : ℕ => f ((n : ℤ) + 1) + f (-((n : ℤ) + 1)))
      (-(π * Complex.cot (π * z) - 1 / z).im / π) := by
    have e : (fun n : ℕ => f ((n : ℤ) + 1) + f (-((n : ℤ) + 1))) =
        fun n : ℕ => -(1 / (z - (n + 1)) + 1 / (z + (n + 1))).im / π := by
      funext n
      rw [key, key]
      push_cast
      rw [Complex.add_im, sub_neg_eq_add]
      ring
    rw [e]
    exact (Complex.hasSum_im hs).neg.div_const π
  -- positivity separates the two halves of the ladder
  have hp : Summable (fun n : ℕ => f ((n : ℤ) + 1)) := .of_nonneg_of_le
    (fun n => hf _) (fun n => le_add_of_nonneg_right (hf _)) hP.summable
  have hm : Summable (fun n : ℕ => f (-((n : ℤ) + 1))) := .of_nonneg_of_le
    (fun n => hf _) (fun n => le_add_of_nonneg_left (hf _)) hP.summable
  have hsum := (hp.hasSum.add hm.hasSum).unique hP
  have harg : (π : ℂ) * z = ((π * (x - 1 / 2) : ℝ) : ℂ) + ((π * γ : ℝ) : ℂ) * Complex.I := by
    simp only [z]
    push_cast
    ring
  have hcot := (cot_im (π * (x - 1 / 2)) (mul_pos Real.pi_pos hγ)).2
  rw [← harg, show 2 * (π * (x - 1 / 2)) = 2 * π * x - π by ring, Real.cos_sub_pi,
    sub_neg_eq_add] at hcot
  have h0 : -(π * Complex.cot (π * z) - 1 / z).im / π + f 0 =
      -(Complex.cot (π * z)).im := by
    rw [key 0, Int.cast_zero, sub_zero, Complex.sub_im, Complex.im_ofReal_mul, ← add_div,
      div_eq_iff Real.pi_ne_zero]
    ring
  rw [hcot, neg_neg] at h0
  convert HasSum.of_add_one_of_neg_add_one hp.hasSum hm.hasSum using 1
  linarith
```

## The density of states as a Dingle series

The last theorem equates the level sum with the harmonic series at every real energy. `hscale` and `hw` carry out the change of units, `hterm` applies it to each level, and `ha` identifies $2\pi\gamma$ with $\pi/(\omega\tau)$. Both sides then reduce to the same hyperbolic quotient, through `hasSum_lorentzian` and `dingle_sum`.

```lean
/-- For positive `ħ`, `ω`, `τ`, the density of states of the broadened levels is one plus
twice the sum of harmonics with damping `π/(ωτ)` and phase `2πE/(ħω)`. -/
theorem landauDOS_eq_dingle_sum {ħ ω τ : ℝ} (hħ : 0 < ħ) (hω : 0 < ω) (hτ : 0 < τ) (E : ℝ) :
    landauDOS ħ ω τ E =
      1 + 2 * ∑' p : ℕ, dingleHarmonic (π / (ω * τ)) (2 * π * (E / (ħ * ω))) (p + 1) := by
  have hγ : 0 < 1 / (2 * (ω * τ)) := by positivity
  -- measure all energies in units of the level spacing
  have hscale : ∀ y : ℝ, ħ * ω * lorentzian (ħ * ω * (1 / (2 * (ω * τ)))) (ħ * ω * y) =
      lorentzian (1 / (2 * (ω * τ))) y := by
    intro y
    generalize 1 / (2 * (ω * τ)) = g at hγ ⊢
    have hD : y ^ 2 + g ^ 2 ≠ 0 := by positivity
    rw [lorentzian, lorentzian, show (ħ * ω * y) ^ 2 + (ħ * ω * g) ^ 2 =
      (ħ * ω) ^ 2 * (y ^ 2 + g ^ 2) by ring]
    field_simp
  have hw : ħ / (2 * τ) = ħ * ω * (1 / (2 * (ω * τ))) := by field_simp
  have hterm : ∀ n : ℤ, ħ * ω * lorentzian (ħ / (2 * τ)) (E - ħ * ω * (n + 1 / 2)) =
      lorentzian (1 / (2 * (ω * τ))) (E / (ħ * ω) - (n + 1 / 2)) := by
    intro n
    rw [← hscale, hw, mul_sub, mul_div_cancel₀ E (mul_pos hħ hω).ne']
  have ha : 2 * (π * (1 / (2 * (ω * τ)))) = π / (ω * τ) := by field_simp
  rw [landauDOS, tsum_congr hterm, (hasSum_lorentzian hγ _).tsum_eq, ha,
    dingle_sum (by positivity)]

end

end DingleLandauLevels
```

```lean
#print axioms DingleLandauLevels.landauDOS_eq_dingle_sum
-- 'DingleLandauLevels.landauDOS_eq_dingle_sum' depends on axioms: [propext, Classical.choice, Quot.sound]
```
